# Nonzero point charges at distinct grid sites of a cubic cell have a divergent undamped reciprocal sum

Does the Coulomb energy of periodically repeated point charges, with each charge's interaction with itself included, stay finite when it is summed over reciprocal space without damping? Here "finite" is taken to mean `Summable`, convergence independent of the order of the terms. Since the terms are nonnegative, failure means that the partial sums grow without bound in every order. The sites are restricted to a grid of spacing $1/M$ in fractional coordinates, with $M\ge 1$.

The dimension is $d$, and the finite type `ι` labels the charges.

In Lean 4 with Mathlib:

```lean
import Mathlib

open Finset Complex
open scoped Real

namespace UndampedReciprocalSum

noncomputable section

variable {d M : ℕ} {ι : Type*} [Fintype ι]
```

In a cubic cell of edge $L$ the wavevector is $2\pi m/L$ with $m\in\mathbb Z^d$. The constant factors are dropped, which leaves $|m|^2=\sum_i m_i^2$.

```lean
/-- The squared length of an integer wavevector. -/
def waveSq (m : Fin d → ℤ) : ℝ := ∑ i, (m i : ℝ) ^ 2
```

Charges $q_j$ at fractional coordinates $r_j$ have the structure factor
$$S(m)=\sum_j q_j\,e^{2\pi i\, m\cdot r_j}.$$

```lean
/-- The structure factor of charges `q j` at fractional coordinates `r j`. -/
def structureFactor (q : ι → ℝ) (r : ι → Fin d → ℝ) (m : Fin d → ℤ) : ℂ :=
  ∑ j, (q j : ℂ) * cexp (2 * π * I * ∑ i, (m i : ℂ) * (r j i : ℂ))
```

The energy term, up to a constant prefactor, is $|S(m)|^2/|m|^2$. In three dimensions this belongs to the interaction $1/r$, in two dimensions to the logarithmic potential. The theorems sum it over the subtype of nonzero $m$.

```lean
/-- The undamped reciprocal-space term `|S(m)|² / |m|²`, meant for nonzero `m`. -/
def reciprocalTerm (q : ι → ℝ) (r : ι → Fin d → ℝ) (m : Fin d → ℤ) : ℝ :=
  ‖structureFactor q r m‖ ^ 2 / waveSq m
```

## Wavevectors that repeat a nonzero structure factor

The lower bound will use a planar wedge of vectors $w=(k+1,\,j,\,0,\dots)$ with $0\le j\le k$. Here $k$ and $j$ number rows and places, not charges. Row $k$ has $k+1$ points.

```lean
/-- For `d ≥ 2`, a planar wedge of integer vectors: row `k` holds the `k + 1` points
`(k + 1, j, 0, ...)` with `0 ≤ j ≤ k`. -/
def wedge (d : ℕ) (p : Σ k : ℕ, Fin (k + 1)) : Fin d → ℤ := fun i =>
  if i.val = 0 then (p.1 : ℤ) + 1 else if i.val = 1 then ((p.2 : ℕ) : ℤ) else 0
```

A nonzero $m$ has a nonzero integer component, whose square is at least 1. The other squares are nonnegative, so $|m|^2\ge1$.

```lean
/-- A nonzero integer wavevector has squared length at least one. -/
theorem one_le_waveSq {m : Fin d → ℤ} (hm : m ≠ 0) : 1 ≤ waveSq m := by
  obtain ⟨i, hi⟩ := Function.ne_iff.1 hm
  have hi' : m i ≠ 0 := hi
  have h1 : 0 < (m i) ^ 2 := by positivity
  have h2 : (1 : ℤ) ≤ (m i) ^ 2 := h1
  have h3 : (1 : ℝ) ≤ (m i : ℝ) ^ 2 := by exact_mod_cast h2
  exact h3.trans (Finset.single_le_sum (f := fun i => (m i : ℝ) ^ 2)
    (fun _ _ => sq_nonneg _) (mem_univ i))
```

Let $Mx$ be an integer and $x$ not, and put $z=e^{2\pi i x}$. Then $z^M=1$ but $z\ne1$, and
$$(1-z)\sum_{t=0}^{M-1}z^t=1-z^M=0,$$
so the sum vanishes. `Complex.exp_eq_one_iff` supplies both facts about $z$.

```lean
/-- Phases on the grid cancel: if `M x` is an integer but `x` is not, the phases
`exp(2πi t x)` with `t = 0, ..., M - 1` add up to zero. -/
theorem phase_sum_eq_zero {x : ℝ} (hx : ∃ a : ℤ, (M : ℝ) * x = a)
    (hn : ¬ ∃ n : ℤ, x = n) :
    ∑ t ∈ range M, cexp (2 * π * I * ((t : ℂ) * (x : ℂ))) = 0 := by
  obtain ⟨a, ha⟩ := hx
  have hc : (M : ℂ) * (x : ℂ) = (a : ℂ) := by exact_mod_cast ha
  have hz : ∀ t : ℕ, cexp (2 * π * I * ((t : ℂ) * (x : ℂ)))
      = cexp (2 * π * I * (x : ℂ)) ^ t := by
    intro t
    rw [← Complex.exp_nat_mul]
    congr 1
    ring
  have h1 : cexp (2 * π * I * (x : ℂ)) ^ M = 1 := by
    rw [← hz]
    exact Complex.exp_eq_one_iff.2 ⟨a, by linear_combination (2 * π * I) * hc⟩
  have h2 : cexp (2 * π * I * (x : ℂ)) ≠ 1 := by
    intro h
    obtain ⟨n, h⟩ := Complex.exp_eq_one_iff.1 h
    have h3 : (x : ℂ) = (n : ℂ) :=
      mul_left_cancel₀ Complex.two_pi_I_ne_zero (by linear_combination h)
    exact hn ⟨n, by exact_mod_cast h3⟩
  simp only [hz]
  have hg := mul_neg_geom_sum (cexp (2 * π * I * (x : ℂ))) M
  rw [h1, sub_self] at hg
  exact (mul_eq_zero.1 hg).resolve_left (sub_ne_zero.2 h2.symm)
```

On the grid, $a_{ji}=M r_{ji}$ is an integer. Hence
$$(m+Mn)\cdot r_j=m\cdot r_j+\sum_i n_i a_{ji},$$
and the last sum contributes a phase of 1. So $S(m+Mn)=S(m)$.

```lean
/-- For charges on the grid of spacing `1/M`, the structure factor is periodic in the
wavevector with period `M` in every direction. -/
theorem structureFactor_periodic (q : ι → ℝ) {r : ι → Fin d → ℝ}
    (hgrid : ∀ j i, ∃ a : ℤ, (M : ℝ) * r j i = a) (m n : Fin d → ℤ) :
    structureFactor q r (fun i => m i + M * n i) = structureFactor q r m := by
  choose a ha using hgrid
  unfold structureFactor
  refine Finset.sum_congr rfl fun j _ => ?_
  have hs : ∑ i, ((m i + M * n i : ℤ) : ℂ) * (r j i : ℂ)
      = ∑ i, (m i : ℂ) * (r j i : ℂ) + ((∑ i, n i * a j i : ℤ) : ℂ) := by
    push_cast
    rw [← Finset.sum_add_distrib]
    refine Finset.sum_congr rfl fun i _ => ?_
    have hc : (M : ℂ) * (r j i : ℂ) = (a j i : ℂ) := by exact_mod_cast ha j i
    linear_combination (n i : ℂ) * hc
  rw [hs, mul_add, Complex.exp_add,
    Complex.exp_eq_one_iff.2 ⟨∑ i, n i * a j i, mul_comm _ _⟩, mul_one]
```

Fourier inversion over one block of wavevectors returns each charge times $M^d$:
$$\sum_{m\in\{0,\dots,M-1\}^d}S(m)e^{-2\pi i\,m\cdot r_k}=\sum_j q_j\prod_i\sum_{t=0}^{M-1}e^{2\pi i\,t(r_{ji}-r_{ki})}=M^d q_k.$$
For $j\neq k$ some coordinate difference is not an integer, and its factor is zero by the phase sum above. If $S$ vanished at every $m$ with nonnegative entries, the left side would be zero, contradicting $q_k\ne0$ for a suitable $k$.

The theorem assumes that the sites are distinct modulo the lattice, which `hdist` expresses; this rules out cancellation between charges on the same site. It is easy to ask only that $r_j\neq r_k$, but charges $+1$ at the origin and $-1$ at $(1,0,0)$ satisfy that and have $S(m)=0$ for all $m$: they are periodic images of one site and cancel.

```lean
/-- Finitely many real charges, not all zero, at points of the grid of spacing `1/M`, `M ≥ 1`,
distinct modulo the lattice, have a nonvanishing structure factor at some wavevector with
nonnegative entries. -/
theorem exists_structureFactor_ne_zero (hM : 1 ≤ M) {q : ι → ℝ} {r : ι → Fin d → ℝ}
    (hgrid : ∀ j i, ∃ a : ℤ, (M : ℝ) * r j i = a)
    (hdist : ∀ j k, (∀ i, ∃ n : ℤ, r j i - r k i = n) → j = k)
    (hq : ∃ j, q j ≠ 0) :
    ∃ m : Fin d → ℕ, structureFactor q r (fun i => (m i : ℤ)) ≠ 0 := by
  by_contra! h
  obtain ⟨k, hk⟩ := hq
  -- Fourier inversion over one block of wavevectors returns `q k` times `M ^ d`
  have key : ∑ m ∈ Fintype.piFinset (fun _ : Fin d => range M),
      structureFactor q r (fun i => (m i : ℤ)) *
        cexp (-(2 * π * I * ∑ i, (m i : ℂ) * (r k i : ℂ))) = (q k : ℂ) * (M : ℂ) ^ d := by
    calc _ = ∑ m ∈ Fintype.piFinset (fun _ : Fin d => range M), ∑ j, (q j : ℂ) *
          ∏ i, cexp (2 * π * I * ((m i : ℂ) * ((r j i - r k i : ℝ) : ℂ))) := by
          refine Finset.sum_congr rfl fun m _ => ?_
          unfold structureFactor
          rw [Finset.sum_mul]
          refine Finset.sum_congr rfl fun j _ => ?_
          rw [mul_assoc, ← Complex.exp_add, ← Complex.exp_sum]
          congr 2
          push_cast
          rw [← Finset.mul_sum]
          simp only [mul_sub, Finset.sum_sub_distrib]
          ring
      _ = ∑ j, (q j : ℂ) * ∏ i : Fin d, ∑ t ∈ range M,
          cexp (2 * π * I * ((t : ℂ) * ((r j i - r k i : ℝ) : ℂ))) := by
          rw [Finset.sum_comm]
          refine Finset.sum_congr rfl fun j _ => ?_
          rw [← Finset.mul_sum, Finset.prod_univ_sum]
      _ = (q k : ℂ) * (M : ℂ) ^ d := by
          rw [Finset.sum_eq_single k]
          · simp
          · intro j _ hj
            have hi : ∃ i, ¬ ∃ n : ℤ, r j i - r k i = n := by
              by_contra hc
              exact hj (hdist j k fun i => by
                by_contra hi
                exact hc ⟨i, hi⟩)
            obtain ⟨i, hi⟩ := hi
            obtain ⟨a, ha⟩ := hgrid j i
            obtain ⟨b, hb⟩ := hgrid k i
            rw [Finset.prod_eq_zero (mem_univ i) (phase_sum_eq_zero
              ⟨a - b, by push_cast; rw [mul_sub, ha, hb]⟩ hi), mul_zero]
          · simp
  rw [Finset.sum_eq_zero (fun m _ => by rw [h m, zero_mul])] at key
  have hM0 : (M : ℂ) ≠ 0 := by exact_mod_cast (by omega : M ≠ 0)
  exact mul_ne_zero (by exact_mod_cast hk) (pow_ne_zero d hM0) key.symm
```

## Comparison with the harmonic series

Weight each point of row $k$ by $1/(k+1)^2$. The row sums are
$$(k+1)\cdot\frac1{(k+1)^2}=\frac1{k+1},$$
and their total diverges. `h.sigma` performs the summation by rows.

```lean
/-- Rows of `k + 1` points, each point weighted by `1/(k + 1)²`, have a divergent sum. -/
theorem wedge_not_summable :
    ¬ Summable (fun p : Σ k : ℕ, Fin (k + 1) => 1 / ((p.1 : ℝ) + 1) ^ 2) := by
  intro h
  have h1 : Summable (fun k : ℕ => 1 / (((k + 1 : ℕ) : ℝ))) := by
    refine h.sigma.congr fun k => ?_
    change ∑' _j : Fin (k + 1), 1 / ((k : ℝ) + 1) ^ 2 = 1 / ((k + 1 : ℕ) : ℝ)
    rw [tsum_fintype, Finset.sum_const, Finset.card_univ, Fintype.card_fin, nsmul_eq_mul]
    have hk : (k : ℝ) + 1 ≠ 0 := by positivity
    push_cast
    field_simp
  exact Real.not_summable_one_div_natCast
    ((summable_nat_add_iff (f := fun n : ℕ => 1 / (n : ℝ)) 1).1 h1)
```

Choose $m_0$ with nonnegative entries and $s=|S(m_0)|^2>0$, and look at $m=m_0+Mw$ for $w$ in the wedge. These vectors are nonzero and distinct, and all have $|S(m)|^2=s$. With $B=\sum_i m_{0,i}$, each component lies between 0 and $(B+M)(k+1)$, so
$$\frac{|S(m)|^2}{|m|^2}\ge\frac{s}{d(B+M)^2}\,\frac1{(k+1)^2}.$$
If the full sum converged, its restriction to these vectors (`comp_injective`) would too, and so would the wedge sum.

The theorem thus says: for $d\ge2$, finitely many real charges, not all zero (`hq`), on the grid (`hgrid`) and distinct modulo the lattice give a divergent sum. In one dimension a single unit charge gives the convergent $\sum 1/m^2$. The step from grid sites to arbitrary real positions, as in a liquid, remains open here.

```lean
/-- In dimension at least two, let finitely many real charges, not all zero, sit at points of
the grid of spacing `1/M`, `M ≥ 1`, distinct modulo the lattice. Then `|S(m)|² / |m|²` is not
summable over the nonzero integer wavevectors. -/
theorem reciprocal_sum_diverges (hd : 2 ≤ d) (hM : 1 ≤ M) {q : ι → ℝ} {r : ι → Fin d → ℝ}
    (hgrid : ∀ j i, ∃ a : ℤ, (M : ℝ) * r j i = a)
    (hdist : ∀ j k, (∀ i, ∃ n : ℤ, r j i - r k i = n) → j = k)
    (hq : ∃ j, q j ≠ 0) :
    ¬ Summable (fun m : {m : Fin d → ℤ // m ≠ 0} => reciprocalTerm q r m.1) := by
  intro hs
  obtain ⟨m₀, hm₀⟩ := exists_structureFactor_ne_zero hM hgrid hdist hq
  obtain ⟨x, hx⟩ : ∃ x : Fin d, x.val = 0 := ⟨⟨0, by omega⟩, rfl⟩
  obtain ⟨y, hy⟩ : ∃ y : Fin d, y.val = 1 := ⟨⟨1, by omega⟩, rfl⟩
  have px : ∀ p, wedge d p x = (p.1 : ℤ) + 1 := fun p => by simp [wedge, hx]
  have py : ∀ p, wedge d p y = ((p.2 : ℕ) : ℤ) := fun p => by simp [wedge, hy]
  have hM' : (0 : ℤ) < M := by omega
  have hne : ∀ p, (fun i => (m₀ i : ℤ) + M * wedge d p i) ≠ 0 := by
    intro p h0
    have e : (m₀ x : ℤ) + M * wedge d p x = 0 := congrFun h0 x
    rw [px] at e
    have h1 : 0 < (M : ℤ) * ((p.1 : ℤ) + 1) := mul_pos hM' (by omega)
    have h2 : (0 : ℤ) ≤ m₀ x := Int.natCast_nonneg _
    linarith
  -- restrict the sum to a wedge inside the coset of `m₀`
  have h2 := hs.comp_injective
    (i := fun p => (⟨fun i => (m₀ i : ℤ) + M * wedge d p i, hne p⟩ :
      {m : Fin d → ℤ // m ≠ 0})) (by
    rintro ⟨k, j⟩ ⟨k', j'⟩ h
    have e1 : (m₀ x : ℤ) + M * wedge d ⟨k, j⟩ x = m₀ x + M * wedge d ⟨k', j'⟩ x :=
      congrFun (congrArg Subtype.val h) x
    have e2 : (m₀ y : ℤ) + M * wedge d ⟨k, j⟩ y = m₀ y + M * wedge d ⟨k', j'⟩ y :=
      congrFun (congrArg Subtype.val h) y
    simp only [px] at e1
    simp only [py] at e2
    have e3 : (k : ℤ) + 1 = k' + 1 := mul_left_cancel₀ hM'.ne' (add_left_cancel e1)
    have e4 : ((j : ℕ) : ℤ) = ((j' : ℕ) : ℤ) :=
      mul_left_cancel₀ hM'.ne' (add_left_cancel e2)
    obtain rfl : k = k' := by omega
    obtain rfl : j = j' := Fin.ext (by omega)
    rfl)
  have hspos : 0 < ‖structureFactor q r (fun i => (m₀ i : ℤ))‖ ^ 2 :=
    pow_pos (norm_pos_iff.2 hm₀) 2
  obtain ⟨s, hsdef⟩ : ∃ s, s = ‖structureFactor q r (fun i => (m₀ i : ℤ))‖ ^ 2 := ⟨_, rfl⟩
  rw [← hsdef] at hspos
  obtain ⟨B, hB⟩ : ∃ B : ℝ, B = ∑ i, (m₀ i : ℝ) := ⟨_, rfl⟩
  have hB0 : 0 ≤ B := by rw [hB]; positivity
  refine wedge_not_summable (Summable.of_nonneg_of_le (fun p => by positivity) (fun p => ?_)
    (h2.mul_left (d * (B + M) ^ 2 / s)))
  change 1 / ((p.1 : ℝ) + 1) ^ 2 ≤ d * (B + M) ^ 2 / s *
    reciprocalTerm q r (fun i => (m₀ i : ℤ) + M * wedge d p i)
  have hper : structureFactor q r (fun i => (m₀ i : ℤ) + M * wedge d p i)
      = structureFactor q r (fun i => (m₀ i : ℤ)) :=
    structureFactor_periodic q hgrid (fun i => (m₀ i : ℤ)) (wedge d p)
  have hW := lt_of_lt_of_le one_pos (one_le_waveSq (hne p))
  -- wavevectors in row `k` have length at most a constant times `k + 1`
  have hle : waveSq (fun i => (m₀ i : ℤ) + M * wedge d p i)
      ≤ d * (B + M) ^ 2 * ((p.1 : ℝ) + 1) ^ 2 := by
    calc _ ≤ ∑ _i : Fin d, ((B + M) * ((p.1 : ℝ) + 1)) ^ 2 := by
          refine Finset.sum_le_sum fun i _ => ?_
          have hv : 0 ≤ wedge d p i ∧ wedge d p i ≤ (p.1 : ℤ) + 1 := by
            have := p.2.isLt
            unfold wedge
            split_ifs <;> constructor <;> omega
          have v0 : (0 : ℝ) ≤ (wedge d p i : ℝ) := by exact_mod_cast hv.1
          have v1 : (wedge d p i : ℝ) ≤ (p.1 : ℝ) + 1 := by exact_mod_cast hv.2
          have hb : (m₀ i : ℝ) ≤ B := by
            rw [hB]
            exact Finset.single_le_sum (f := fun i => (m₀ i : ℝ))
              (fun _ _ => Nat.cast_nonneg _) (mem_univ i)
          have hMr : (0 : ℝ) ≤ M := Nat.cast_nonneg M
          have hk : (0 : ℝ) ≤ p.1 := Nat.cast_nonneg p.1
          push_cast
          refine pow_le_pow_left₀ (by positivity) ?_ 2
          nlinarith [mul_le_mul_of_nonneg_left v1 hMr, mul_nonneg hB0 hk]
      _ = _ := by
          rw [Finset.sum_const, Finset.card_univ, Fintype.card_fin, nsmul_eq_mul]
          ring
  rw [reciprocalTerm, hper, ← hsdef, div_mul_div_cancel₀ hspos.ne',
    div_le_div_iff₀ (by positivity) hW]
  linarith
```

Neutrality does not rescue the sum. For the caesium chloride arrangement, $M=2$ and $S(m)=1-(-1)^{m_1+m_2+m_3}$, which is 2 for odd $m_1+m_2+m_3$ and 0 otherwise. In a calculation with cutoff $|m|\le R$, the sum grows roughly as $8\pi R$, so doubling the cutoff about doubles the result. This growth comes from the terms $q_j^2/|m|^2$ contained in $|S(m)|^2/|m|^2$. They hold the interaction of each charge with itself, which is infinite for a point charge, and its interaction with its own periodic images. The lattice energy of the crystal leaves out the first and keeps the second, so the divergence does not make that energy infinite. The proof checks the hypotheses; the separation $1/2$ is not an integer.

```lean
/-- The undamped reciprocal sum diverges for the neutral caesium chloride arrangement: charge
`+1` at the corner and `-1` at the centre of the cubic cell. -/
theorem caesium_chloride_diverges :
    ¬ Summable (fun m : {m : Fin 3 → ℤ // m ≠ 0} =>
      reciprocalTerm ![1, -1] ![fun _ => 0, fun _ => 1 / 2] m.1) := by
  refine reciprocal_sum_diverges (M := 2) (by norm_num) (by norm_num) ?_ ?_ ⟨0, by simp⟩
  · intro j i
    fin_cases j
    · exact ⟨0, by simp⟩
    · exact ⟨1, by simp⟩
  · intro j k h
    obtain ⟨n, hn⟩ := h 0
    fin_cases j <;> fin_cases k
    · rfl
    · have h1 : (0 : ℝ) - 1 / 2 = n := hn
      have h2 : (2 : ℝ) * n = -1 := by linarith
      have h3 : 2 * n = -1 := by exact_mod_cast h2
      omega
    · have h1 : (1 / 2 : ℝ) - 0 = n := hn
      have h2 : (2 : ℝ) * n = 1 := by linarith
      have h3 : 2 * n = 1 := by exact_mod_cast h2
      omega
    · rfl
```

## Gaussian damping restores convergence

For natural $n$, $n\le n^2$ gives $e^{-\alpha n^2}\le(e^{-\alpha})^n$, a convergent geometric series when $\alpha>0$. In $d$ dimensions the Gaussian factorises. Any finite set of wavevectors fits in a box, so its sum is at most $\big(\sum_{n\in\mathbb Z}e^{-\alpha n^2}\big)^d$.

```lean
/-- The Gaussian `exp(-α|m|²)` with `α > 0` is summable over all integer wavevectors. -/
theorem gaussian_summable {α : ℝ} (hα : 0 < α) :
    Summable (fun m : Fin d → ℤ => Real.exp (-α * waveSq m)) := by
  have hn : Summable (fun n : ℕ => Real.exp (-α * (n : ℝ) ^ 2)) := by
    refine Summable.of_nonneg_of_le (fun n => (Real.exp_pos _).le) (fun n => ?_)
      (summable_geometric_of_lt_one (Real.exp_pos (-α)).le
        (Real.exp_lt_one_iff.2 (by linarith)))
    rw [← Real.exp_nat_mul]
    refine Real.exp_le_exp.2 ?_
    have h : (n : ℝ) ≤ (n : ℝ) ^ 2 := by exact_mod_cast Nat.le_self_pow two_ne_zero n
    nlinarith
  have h1 : Summable (fun n : ℤ => Real.exp (-α * (n : ℝ) ^ 2)) :=
    Summable.of_nat_of_neg (by simpa using hn) (by simpa using hn)
  have hp : ∀ m : Fin d → ℤ, Real.exp (-α * waveSq m)
      = ∏ i, Real.exp (-α * (m i : ℝ) ^ 2) := fun m => by
    rw [waveSq, Finset.mul_sum, Real.exp_sum]
  -- every finite partial sum lies below a product of one-dimensional sums
  refine summable_of_sum_le (c := ∏ _i : Fin d, ∑' n : ℤ, Real.exp (-α * (n : ℝ) ^ 2))
    (fun m => (Real.exp_pos _).le) (fun u => ?_)
  simp only [hp]
  calc ∑ m ∈ u, ∏ i, Real.exp (-α * (m i : ℝ) ^ 2)
      ≤ ∑ m ∈ Fintype.piFinset
          (fun i : Fin d => (u.image (fun m : Fin d → ℤ => m i) : Finset ℤ)),
        ∏ i, Real.exp (-α * ((m i : ℤ) : ℝ) ^ 2) :=
        Finset.sum_le_sum_of_subset_of_nonneg
          (fun m hm => Fintype.mem_piFinset.2 fun i => Finset.mem_image.2 ⟨m, hm, rfl⟩)
          (fun m _ _ => Finset.prod_nonneg fun i _ => (Real.exp_pos _).le)
    _ = ∏ i : Fin d, ∑ n ∈ (u.image (fun m : Fin d → ℤ => m i) : Finset ℤ),
        Real.exp (-α * ((n : ℤ) : ℝ) ^ 2) := by
        rw [Finset.prod_univ_sum]
    _ ≤ ∏ _i : Fin d, ∑' n : ℤ, Real.exp (-α * (n : ℝ) ^ 2) := Finset.prod_le_prod
        (fun i _ => Finset.sum_nonneg fun n _ => (Real.exp_pos _).le)
        (fun i _ => h1.sum_le_tsum _ fun n _ => (Real.exp_pos _).le)
```

Since $|S(m)|\le\sum_j|q_j|$ and $|m|^2\ge1$,
$$e^{-\alpha|m|^2}\frac{|S(m)|^2}{|m|^2}\le e^{-\alpha|m|^2}\Big(\sum_j|q_j|\Big)^2.$$
This holds for any positions. It bears on Ewald summation in simulations, where, for finitely many point charges in a cubic cell, the damped reciprocal part is such a sum. The letter $\alpha$ is not the usual splitting parameter: if the real-space part uses $\operatorname{erfc}(\eta r)$, then $\alpha=\pi^2/(\eta L)^2$.

```lean
/-- With a Gaussian damping factor `exp(-α|m|²)`, `α > 0`, the reciprocal sum converges for
any finite set of charges at any positions. -/
theorem damped_sum_converges {α : ℝ} (hα : 0 < α) (q : ι → ℝ) (r : ι → Fin d → ℝ) :
    Summable (fun m : {m : Fin d → ℤ // m ≠ 0} =>
      Real.exp (-α * waveSq m.1) * reciprocalTerm q r m.1) := by
  -- the structure factor never exceeds the total absolute charge
  have hS : ∀ m, ‖structureFactor q r m‖ ≤ ∑ j, |q j| := by
    intro m
    refine (norm_sum_le _ _).trans (Finset.sum_le_sum fun j _ => le_of_eq ?_)
    have h : 2 * π * I * ∑ i, (m i : ℂ) * (r j i : ℂ)
        = ((2 * π * ∑ i, (m i : ℝ) * r j i : ℝ) : ℂ) * I := by
      push_cast
      ring
    rw [norm_mul, h, Complex.norm_exp_ofReal_mul_I, mul_one, Complex.norm_real,
      Real.norm_eq_abs]
  have hg := ((gaussian_summable (d := d) hα).mul_right ((∑ j, |q j|) ^ 2)).comp_injective
    (Subtype.val_injective (p := fun m : Fin d → ℤ => m ≠ 0))
  refine Summable.of_nonneg_of_le (fun m => ?_) (fun m => ?_) hg
  · have hW := one_le_waveSq m.2
    exact mul_nonneg (Real.exp_pos _).le (div_nonneg (sq_nonneg _) (by linarith))
  · exact mul_le_mul_of_nonneg_left
      ((div_le_self (sq_nonneg _) (one_le_waveSq m.2)).trans
        (pow_le_pow_left₀ (norm_nonneg _) (hS m.1) 2)) (Real.exp_pos _).le

end

end UndampedReciprocalSum
```

```lean
#print axioms UndampedReciprocalSum.reciprocal_sum_diverges
#print axioms UndampedReciprocalSum.caesium_chloride_diverges
#print axioms UndampedReciprocalSum.damped_sum_converges
```

```
'UndampedReciprocalSum.reciprocal_sum_diverges' depends on axioms: [propext, Classical.choice, Quot.sound]
'UndampedReciprocalSum.caesium_chloride_diverges' depends on axioms: [propext, Classical.choice, Quot.sound]
'UndampedReciprocalSum.damped_sum_converges' depends on axioms: [propext, Classical.choice, Quot.sound]
```
